# For couplings b and −c with b, c > 0, a two-state transcorrelated matrix has a real spectrum exactly when Δ² ≥ 4bc, and its lower energy has unbounded slope at the positive threshold

Before the lower root of a two-state transcorrelated calculation is read off as an energy, one checks that it is real. For two orthonormal states, a reference at energy zero and a second one at energy $\Delta$, with couplings $b$ and $-c$ where $b,c>0$, that check is $\Delta^2\ge 4bc$, and close to equality the root is very sensitive to $\Delta$.

```lean
import Mathlib

open Matrix Filter Topology

namespace TranscorrelatedExceptionalPoint

noncomputable section

/-- The two-state transcorrelated matrix with reference energy zero, gap `Δ` and off-diagonal
couplings `b` and `-c`. -/
def tcMatrix (b c Δ : ℝ) : Matrix (Fin 2) (Fin 2) ℂ :=
  !![0, (b : ℂ); -(c : ℂ), (Δ : ℂ)]

/-- `E` is an eigenvalue of the transcorrelated matrix: it has a nonzero right eigenvector. -/
def IsEnergy (b c Δ : ℝ) (E : ℂ) : Prop :=
  ∃ v : Fin 2 → ℂ, v ≠ 0 ∧ tcMatrix b c Δ *ᵥ v = E • v

/-- The lower energy branch as a function of the gap, meant for `4bc ≤ Δ²`. -/
def lowerEnergy (b c Δ : ℝ) : ℝ := (Δ - √(Δ ^ 2 - 4 * (b * c))) / 2

/-- The upper energy branch as a function of the gap, meant for `4bc ≤ Δ²`. -/
def upperEnergy (b c Δ : ℝ) : ℝ := (Δ + √(Δ ^ 2 - 4 * (b * c))) / 2

/-- The eigenvalues are the roots of the secular equation `E² - ΔE + bc = 0`. -/
theorem isEnergy_iff_secular (b c Δ : ℝ) (E : ℂ) :
    IsEnergy b c Δ E ↔ E ^ 2 - Δ * E + b * c = 0 := by
  have hdet : (tcMatrix b c Δ - E • (1 : Matrix (Fin 2) (Fin 2) ℂ)).det
      = E ^ 2 - Δ * E + b * c := by
    simp [tcMatrix, Matrix.det_fin_two]
    ring
  rw [← hdet, ← Matrix.exists_mulVec_eq_zero_iff]
  simp only [IsEnergy, Matrix.sub_mulVec, Matrix.smul_mulVec, Matrix.one_mulVec, sub_eq_zero]

/-- All eigenvalues are real exactly when the squared gap is at least `4bc`. -/
theorem energies_real_iff (b c Δ : ℝ) :
    (∀ E : ℂ, IsEnergy b c Δ E → E.im = 0) ↔ 4 * (b * c) ≤ Δ ^ 2 := by
  constructor
  · intro h
    by_contra hlt
    have hgap : 0 < 4 * (b * c) - Δ ^ 2 := by linarith [not_le.mp hlt]
    obtain ⟨s, hpos, hs⟩ : ∃ s : ℝ, 0 < s ∧ s ^ 2 = 4 * (b * c) - Δ ^ 2 :=
      ⟨_, Real.sqrt_pos.mpr hgap, Real.sq_sqrt hgap.le⟩
    -- below the threshold, `(Δ + i s) / 2` is a non-real eigenvalue
    have hE : IsEnergy b c Δ ⟨Δ / 2, s / 2⟩ := by
      rw [isEnergy_iff_secular]
      apply Complex.ext
      · simp only [pow_two, Complex.add_re, Complex.sub_re, Complex.mul_re,
          Complex.ofReal_re, Complex.ofReal_im, Complex.zero_re]
        linear_combination (-1 / 4) * hs
      · simp only [pow_two, Complex.add_im, Complex.sub_im, Complex.mul_im,
          Complex.ofReal_re, Complex.ofReal_im, Complex.zero_im]
        ring
    have h2 : s / 2 = 0 := h _ hE
    linarith
  · intro hd E hE
    rw [isEnergy_iff_secular] at hE
    have hre := congrArg Complex.re hE
    have him := congrArg Complex.im hE
    simp only [pow_two, Complex.add_re, Complex.sub_re, Complex.mul_re,
      Complex.ofReal_re, Complex.ofReal_im, Complex.zero_re] at hre
    simp only [pow_two, Complex.add_im, Complex.sub_im, Complex.mul_im,
      Complex.ofReal_re, Complex.ofReal_im, Complex.zero_im] at him
    by_contra hy
    have hy' : E.im ≠ 0 := hy
    -- a non-real root has real part `Δ / 2`
    have hx : 2 * E.re - Δ = 0 := by
      apply mul_right_cancel₀ hy'
      linear_combination him
    have hsq : E.im ^ 2 = b * c - Δ ^ 2 / 4 := by
      linear_combination (-1) * hre + (2 * E.re - Δ) / 4 * hx
    have hpos : 0 < E.im ^ 2 := by positivity
    linarith

/-- When `4bc ≤ Δ²`, the eigenvalues are exactly the lower and the upper branch. -/
theorem isEnergy_iff_branch {b c Δ : ℝ} (hd : 4 * (b * c) ≤ Δ ^ 2) (E : ℂ) :
    IsEnergy b c Δ E ↔ E = (lowerEnergy b c Δ : ℂ) ∨ E = (upperEnergy b c Δ : ℂ) := by
  have hs : ((√(Δ ^ 2 - 4 * (b * c)) : ℝ) : ℂ) ^ 2 = (Δ : ℂ) ^ 2 - 4 * (b * c) := by
    exact_mod_cast Real.sq_sqrt (sub_nonneg.mpr hd)
  have hf : E ^ 2 - Δ * E + b * c
      = (E - (lowerEnergy b c Δ : ℂ)) * (E - (upperEnergy b c Δ : ℂ)) := by
    simp only [lowerEnergy, upperEnergy]
    push_cast
    linear_combination (1 / 4) * hs
  rw [isEnergy_iff_secular, hf, mul_eq_zero, sub_eq_zero, sub_eq_zero]

/-- For positive `b`, `c` and a positive gap, every real eigenvalue lies above the
reference energy zero. -/
theorem real_energy_pos {b c Δ E : ℝ} (hb : 0 < b) (hc : 0 < c) (hΔ : 0 < Δ)
    (hE : IsEnergy b c Δ (E : ℂ)) : 0 < E := by
  rw [isEnergy_iff_secular] at hE
  have h : E ^ 2 - Δ * E + b * c = 0 := by exact_mod_cast hE
  by_contra hn
  have hn' : 0 ≤ -E := by linarith [not_lt.mp hn]
  nlinarith [mul_pos hb hc, sq_nonneg E, mul_nonneg hΔ.le hn']

/-- When `4bc < Δ²`, the lower energy responds to the gap with slope
`(1 - Δ / √(Δ² - 4bc)) / 2`. -/
theorem hasDerivAt_lowerEnergy {b c Δ : ℝ} (hd : 4 * (b * c) < Δ ^ 2) :
    HasDerivAt (lowerEnergy b c) ((1 - Δ / √(Δ ^ 2 - 4 * (b * c))) / 2) Δ := by
  have h1 : HasDerivAt (fun x : ℝ => x ^ 2 - 4 * (b * c)) (2 * Δ) Δ := by
    simpa using (hasDerivAt_pow 2 Δ).sub_const (4 * (b * c))
  have h2 := h1.sqrt (sub_pos.mpr hd).ne'
  have h3 := ((hasDerivAt_id' Δ).fun_sub h2).div_const 2
  refine h3.congr_deriv ?_
  rw [mul_div_mul_left _ _ (by norm_num : (2 : ℝ) ≠ 0)]

/-- For positive `b` and `c`, the slope of the lower energy tends to minus infinity as the
gap decreases to `2√(bc)`. -/
theorem tendsto_deriv_lowerEnergy {b c : ℝ} (hb : 0 < b) (hc : 0 < c) :
    Tendsto (deriv (lowerEnergy b c)) (𝓝[>] (2 * √(b * c))) atBot := by
  have hbc : 0 < b * c := mul_pos hb hc
  have hr : 0 < √(b * c) := Real.sqrt_pos.mpr hbc
  have hr2 : √(b * c) ^ 2 = b * c := Real.sq_sqrt hbc.le
  have hgap : ∀ x ∈ Set.Ioi (2 * √(b * c)), 4 * (b * c) < x ^ 2 := by
    intro x hx
    have hx' : 2 * √(b * c) < x := hx
    nlinarith
  have hz : √((2 * √(b * c)) ^ 2 - 4 * (b * c)) = 0 := by
    rw [mul_pow, hr2]
    norm_num
  have hcont : Continuous (fun x : ℝ => √(x ^ 2 - 4 * (b * c))) := by fun_prop
  have ht : Tendsto (fun x : ℝ => √(x ^ 2 - 4 * (b * c))) (𝓝[>] (2 * √(b * c))) (𝓝 0) := by
    have h := (hcont.tendsto (2 * √(b * c))).mono_left
      (nhdsWithin_le_nhds (s := Set.Ioi (2 * √(b * c))))
    simpa only [hz] using h
  -- the root vanishes from above, so its inverse diverges
  have ht' : Tendsto (fun x : ℝ => √(x ^ 2 - 4 * (b * c)))
      (𝓝[>] (2 * √(b * c))) (𝓝[>] 0) := by
    refine tendsto_nhdsWithin_iff.mpr ⟨ht, ?_⟩
    filter_upwards [self_mem_nhdsWithin] with x hx
    exact Real.sqrt_pos.mpr (sub_pos.mpr (hgap x hx))
  have hid : Tendsto (fun x : ℝ => x) (𝓝[>] (2 * √(b * c))) (𝓝 (2 * √(b * c))) :=
    tendsto_id.mono_left nhdsWithin_le_nhds
  have hp := hid.pos_mul_atTop (by positivity) (tendsto_inv_nhdsGT_zero.comp ht')
  refine tendsto_atBot.mpr fun B => ?_
  filter_upwards [self_mem_nhdsWithin, hp.eventually_ge_atTop (1 - 2 * B)] with x hx hB
  have hB' : 1 - 2 * B ≤ x * (√(x ^ 2 - 4 * (b * c)))⁻¹ := hB
  rw [(hasDerivAt_lowerEnergy (hgap x hx)).deriv, div_eq_mul_inv x]
  linarith

/-- For positive `b` and `c`, at the gap `2√(bc)` every eigenvector has eigenvalue `√(bc)`
and is a multiple of the single vector `(b, √(bc))`. -/
theorem eigenvectors_coalesce {b c : ℝ} (hb : 0 < b) (hc : 0 < c) {E : ℂ} {v : Fin 2 → ℂ}
    (hv : v ≠ 0) (h : tcMatrix b c (2 * √(b * c)) *ᵥ v = E • v) :
    E = (√(b * c) : ℝ) ∧ ∃ t : ℂ, v = t • ![(b : ℂ), ((√(b * c) : ℝ) : ℂ)] := by
  have hr : ((√(b * c) : ℝ) : ℂ) ^ 2 = b * c := by
    exact_mod_cast Real.sq_sqrt (mul_pos hb hc).le
  have hsec := (isEnergy_iff_secular b c (2 * √(b * c)) E).mp ⟨v, hv, h⟩
  push_cast at hsec
  -- the secular polynomial is a perfect square
  have hsq : (E - ((√(b * c) : ℝ) : ℂ)) ^ 2 = 0 := by
    linear_combination hsec + hr
  have hE : E = ((√(b * c) : ℝ) : ℂ) := sub_eq_zero.mp (pow_eq_zero_iff two_ne_zero |>.mp hsq)
  have h0 : (b : ℂ) * v 1 = E * v 0 := by
    have h00 := congrFun h 0
    simpa [tcMatrix, Matrix.mulVec, dotProduct, Fin.sum_univ_two] using h00
  have hb' : (b : ℂ) ≠ 0 := by exact_mod_cast hb.ne'
  refine ⟨hE, v 0 / b, ?_⟩
  ext i
  fin_cases i
  · change v 0 = v 0 / b * b
    exact (div_mul_cancel₀ _ hb').symm
  · change v 1 = v 0 / b * ((√(b * c) : ℝ) : ℂ)
    rw [← hE, div_mul_eq_mul_div, eq_div_iff hb']
    linear_combination h0

/-- For positive `b` and `c`, the spectrum is real exactly when `4bc ≤ Δ²`; for such positive
gaps the lower branch is the least eigenvalue and is positive, and its slope in the gap tends
to minus infinity as `Δ` decreases to `2√(bc)`. -/
theorem transcorrelated_near_degeneracy {b c : ℝ} (hb : 0 < b) (hc : 0 < c) :
    (∀ Δ : ℝ, (∀ E : ℂ, IsEnergy b c Δ E → E.im = 0) ↔ 4 * (b * c) ≤ Δ ^ 2) ∧
    (∀ Δ : ℝ, 0 < Δ → 4 * (b * c) ≤ Δ ^ 2 →
      IsLeast {E : ℝ | IsEnergy b c Δ (E : ℂ)} (lowerEnergy b c Δ) ∧
        0 < lowerEnergy b c Δ) ∧
    Tendsto (deriv (lowerEnergy b c)) (𝓝[>] (2 * √(b * c))) atBot := by
  refine ⟨energies_real_iff b c, fun Δ hΔ hd => ?_, tendsto_deriv_lowerEnergy hb hc⟩
  have hmem : IsEnergy b c Δ (lowerEnergy b c Δ : ℂ) :=
    (isEnergy_iff_branch hd _).mpr (Or.inl rfl)
  refine ⟨⟨hmem, fun E hE => ?_⟩, real_energy_pos hb hc hΔ hmem⟩
  rcases (isEnergy_iff_branch hd _).mp hE with h | h
  · exact (Complex.ofReal_injective h).ge
  · rw [Complex.ofReal_injective h]
    simp only [lowerEnergy, upperEnergy]
    linarith [Real.sqrt_nonneg (Δ ^ 2 - 4 * (b * c))]

end

end TranscorrelatedExceptionalPoint
```

```lean
#print axioms TranscorrelatedExceptionalPoint.eigenvectors_coalesce
#print axioms TranscorrelatedExceptionalPoint.transcorrelated_near_degeneracy
```

```
'TranscorrelatedExceptionalPoint.eigenvectors_coalesce' depends on axioms: [propext, Classical.choice, Quot.sound]
'TranscorrelatedExceptionalPoint.transcorrelated_near_degeneracy' depends on axioms: [propext, Classical.choice, Quot.sound]
```

## Real energies, a positive lowest root and a diverging slope

The matrix is

$$
M(\Delta)=\begin{pmatrix}0&b\\-c&\Delta\end{pmatrix}.
$$

The theorem `transcorrelated_near_degeneracy` assumes $b>0$ and $c>0$ and states three things.

1. For every real $\Delta$, all eigenvalues of $M(\Delta)$ are real if and only if $4bc\le\Delta^2$.
2. If also $\Delta>0$ and $4bc\le\Delta^2$, the least real eigenvalue is $E_-(\Delta)=\tfrac12\bigl(\Delta-\sqrt{\Delta^2-4bc}\bigr)$, and it is positive.
3. The derivative $dE_-/d\Delta$ tends to $-\infty$ as $\Delta$ decreases to $2\sqrt{bc}$.

In Lean, `tcMatrix b c Δ` is a complex $2\times2$ matrix built from real parameters, so that non-real eigenvalues can be expressed at all. `IsEnergy b c Δ E` says that the complex number $E$ has a nonzero right eigenvector. `lowerEnergy` is $E_-$, and `upperEnergy` is $E_+$, the same expression with a plus sign before the root. `IsLeast` contains two claims: $E_-$ is an eigenvalue, and no real eigenvalue lies below it. In the third part, `𝓝[>] (2 * √(b * c))` means that the gap approaches the threshold from above, and `atBot` means $-\infty$.

The condition $4bc\le\Delta^2$ in the second part matters: Lean sets the square root of a negative number to zero, so below the threshold `lowerEnergy` returns $\Delta/2$, which is not an eigenvalue there.

## Level attraction between two states

A transcorrelated Hamiltonian is obtained from the electronic Hamiltonian by a similarity transformation with a correlation factor. The full transformation leaves the eigenvalues unchanged, but non-real ones can appear once the transformed Hamiltonian is projected onto a finite set of states, as in a two-state model. The transformed Hamiltonian is in general not Hermitian, so its two off-diagonal elements between a pair of states need not agree. The assumption $b,c>0$ is stronger: the elements $b$ and $-c$ have opposite signs. In a real symmetric matrix the coupling pushes the levels apart, and the lower root cannot lie above the lower diagonal element. Here, as long as the roots are real, the coupling pulls the levels together, and for $\Delta>0$ the lower root lies above the reference energy.

The word "gap" needs care. $\Delta$ is the difference between the diagonal elements; the difference between the eigenvalues is $\sqrt{\Delta^2-4bc}$, which vanishes at the threshold while $\Delta$ does not.

For electronic structure, the result concerns the tracking of a real root towards a near-degeneracy, within a real two-state model whose couplings stay fixed. That the transcorrelated problem of a molecule can be reduced to such a matrix, with $b$ and $c$ constant while $\Delta$ varies, is an assumption that the theorems do not justify.

The large response is relative to the change in the gap; the energy itself stays continuous. With $b=c=1$, raising $\Delta$ from $2$ to $2.01$ lowers $E_-$ from $1$ to about $0.905$, a change more than nine times that of the gap.

## The secular equation decides when the roots are real

An eigenvalue makes $M-E$ singular, so

$$
\det(M-E)=-E(\Delta-E)+bc=E^2-\Delta E+bc=0 .
$$

This is `isEnergy_iff_secular`. The proof computes the determinant and then uses `Matrix.exists_mulVec_eq_zero_iff`, by which a square matrix sends some nonzero vector to zero exactly when its determinant vanishes.

Write $E=x+iy$ with $x,y$ real. The real and imaginary parts of the secular equation are

$$
x^2-y^2-\Delta x+bc=0,\qquad y(2x-\Delta)=0 .
$$

If $y\ne0$, the second equation gives $x=\Delta/2$, and the first becomes $y^2=bc-\Delta^2/4$. Since $y^2>0$, this requires $\Delta^2<4bc$. Hence all eigenvalues are real when $\Delta^2\ge4bc$.

Conversely, let $\Delta^2<4bc$ and put $s=\sqrt{4bc-\Delta^2}>0$. Then $E=(\Delta+is)/2$ solves both equations: the imaginary part vanishes because $2x=\Delta$, and the real part is $-\Delta^2/4-s^2/4+bc=0$. So there is a non-real eigenvalue.

`energies_real_iff` contains both arguments, with the explicit non-real root first. The `simp only` calls split the complex equation into its parts, and `linear_combination` checks the algebra. This lemma needs no sign condition on $b$ or $c$.

## Two branches, both above the reference

For $\Delta^2\ge4bc$, set $r=\sqrt{\Delta^2-4bc}$ and $E_\pm=(\Delta\pm r)/2$. Then $E_-+E_+=\Delta$ and $E_-E_+=(\Delta^2-r^2)/4=bc$, so

$$
E^2-\Delta E+bc=(E-E_-)(E-E_+).
$$

A product vanishes only if one factor does, so the eigenvalues are exactly $E_-$ and $E_+$, which coincide when $r=0$. This is `isEnergy_iff_branch`. Since $r\ge0$, we have $E_-\le E_+$, and the final theorem uses this to show that $E_-$ is least.

For the sign, let $E$ be a real eigenvalue and $\Delta>0$. The secular equation gives

$$
\Delta E=E^2+bc>0,
$$

so $E>0$. The lemma `real_energy_pos` argues by contradiction: if $E\le0$, then $E^2$ and $-\Delta E$ are non-negative and $bc$ is positive, so their sum cannot be zero. The tactic `nlinarith` receives these three facts and closes the case.

## The slope of the lower branch

For $\Delta^2>4bc$ the root $r$ is differentiable, with $dr/d\Delta=2\Delta/(2r)=\Delta/r$. Therefore

$$
\frac{dE_-}{d\Delta}=\frac12\left(1-\frac{\Delta}{r}\right),
$$

which is `hasDerivAt_lowerEnergy`. The Lean proof differentiates $\Delta^2-4bc$, applies the rule for square roots, which requires a nonzero argument, and cancels the factor 2.

As $\Delta$ decreases to $2\sqrt{bc}$, the numerator $\Delta$ tends to a positive number while $r$ tends to zero through positive values. Hence $\Delta/r\to+\infty$ and the slope tends to $-\infty$. In `tendsto_deriv_lowerEnergy` the last step is put in terms of bounds: for any real $B$, eventually $\Delta/r\ge1-2B$, and then the slope is at most $B$.

## One-sided limits as filters

The divergence depends on the side from which $r$ approaches zero, and Mathlib records this in the filter. `𝓝 0` describes closeness to zero from any direction, and along it the reciprocal has no single limit. `𝓝[>] 0` admits only positive numbers, and `tendsto_inv_nhdsGT_zero` states that the reciprocal tends to $+\infty$ along it.

The proof therefore obtains the limit of $r$ in two stages. Continuity gives `ht`, the convergence of $r$ to zero in the ordinary sense. The lemma `tendsto_nhdsWithin_iff` then strengthens this to `ht'`, convergence within the positive numbers, once $r$ is known to be positive for all gaps close enough above the threshold. That positivity comes from `hgap`, which says that $\Delta>2\sqrt{bc}$ implies $\Delta^2>4bc$. Finally, `pos_mul_atTop` multiplies the diverging $1/r$ by $\Delta$, whose limit is positive.

## One eigenvector at the threshold

A separate theorem, `eigenvectors_coalesce`, treats $\Delta=2\sqrt{bc}$. The secular polynomial is then a perfect square, $(E-\sqrt{bc})^2$, so $E=\sqrt{bc}$. With the components numbered from zero as in Lean, the first row of the eigenvalue equation reads $b\,v_1=E\,v_0$, hence

$$
v=\frac{v_0}{b}\begin{pmatrix}b\\\sqrt{bc}\end{pmatrix}.
$$

Every eigenvector is a multiple of this one vector, which after normalisation is $(\sqrt b,\sqrt c)/\sqrt{b+c}$. The eigenvalues and the eigenvectors merge together, which is what distinguishes an exceptional point from an ordinary degeneracy of a Hermitian matrix, where two independent eigenvectors remain.
